# Closed-shell electron counts of the three-dimensional isotropic harmonic oscillator: $(N+1)(N+2)(N+3)/3$

Before I fill the orbitals of a simple metal-cluster model, I choose an electron number that leaves no degenerate level partly occupied. With a three-dimensional isotropic harmonic oscillator as the confining potential, I take 2, 8, 20 or 40. The general count, with all shells up to $N=0,1,2,\dots$ doubly occupied, should be $(N+1)(N+2)(N+3)/3$. Can this be proved rigorously from the orbital energies, with the proof checked by Lean? And are there any other electron numbers that filling up to a Fermi level can give?

## Counting the orbitals below a Fermi level

There are no others, apart from zero. Let $\varepsilon>0$ be the level spacing and let $n=(n_1,\dots,n_d)$ be the quantum numbers of an orbital in $d$ dimensions. Its energy is
$$E(n)=\varepsilon\sum_{i=1}^d\left(n_i+\tfrac12\right)=\varepsilon\left(q+\tfrac d2\right),\qquad q=\sum_{i=1}^d n_i .$$

Put the Fermi level $\mu$ in the interval
$$\varepsilon\left(N+\tfrac d2\right)\le\mu<\varepsilon\left(N+1+\tfrac d2\right).$$
If $E(n)\le\mu$, then $q<N+1$, so $q\le N$ because $q$ is an integer. Conversely, $q\le N$ gives $E(n)\le\varepsilon(N+d/2)\le\mu$. The occupied orbitals are exactly those with at most $N$ quanta.

Let $A_d(N)$ be their number. An orbital with $d+1$ modes and at most $N+1$ quanta either has its first mode unexcited, or comes from a unique orbital with at most $N$ quanta by raising that mode once. Hence
$$A_{d+1}(N+1)=A_d(N+1)+A_{d+1}(N),\qquad A_0(N)=A_d(0)=1.$$
This is Pascal's recursion. Its solution is $A_d(N)=\binom{N+d}{d}$, since
$$\binom{N+d+1}{d}+\binom{N+d+1}{d+1}=\binom{N+d+2}{d+1}.$$
Two electrons per orbital give, for $d=3$,
$$2\binom{N+3}{3}=\frac{(N+1)(N+2)(N+3)}{3},$$
which is 2, 8, 20, 40 for $N=0,1,2,3$.

For the converse, a Fermi level below $3\varepsilon/2$ leaves everything empty. Any other $\mu$ lies in the interval belonging to $N=\lfloor\mu/\varepsilon-3/2\rfloor$, so the formula applies. Each $N$ does occur, for instance at $\mu=\varepsilon(N+3/2)$.

One mix-up is hard to notice here: shell $N$ alone holds $(N+1)(N+2)$ electrons, which gives 2, 6, 12, 20. The numbers 2 and 20 appear in both lists, so a check against either of them can miss the confusion. In the Lean definition `quantaUpTo`, the sign `≤` is what makes the count cumulative.

## What the Lean statements say

An orbital is a function `Fin d → ℕ`, and `energy` includes the zero-point term. The set `occupied` contains the orbitals with energy at most `μ`, so a level exactly at the Fermi level is filled. `electronCount` is twice the size of that set; the factor two is put in by definition and stands for the two spin states of an electron, each of which can be taken once per orbital by the Pauli principle.

`electronCount_eq` gives the binomial formula in every dimension, including zero. `electronCount_three` states the cubic formula multiplied by three, which avoids division of natural numbers. `magic_numbers` gives the four values, and `exists_fermi_level_iff` characterises all electron numbers that occur as `μ` runs over the reals.

The result supports the choice of closed-shell electron numbers in cluster calculations only for non-interacting electrons in a perfectly harmonic, isotropic well. Partly filled shells, anharmonic splitting and the stability of real clusters are not treated.

```lean
import Mathlib

open Finset

namespace OscillatorClusterShells

noncomputable section

/-- Energy of the orbital with quantum numbers `n` in a `d`-dimensional isotropic harmonic
oscillator with level spacing `ε`, zero-point energy included. -/
def energy {d : ℕ} (ε : ℝ) (n : Fin d → ℕ) : ℝ := ε * ∑ i, ((n i : ℝ) + 1 / 2)

/-- The orbitals whose energy does not exceed the Fermi level `μ`. -/
def occupied (d : ℕ) (ε μ : ℝ) : Set (Fin d → ℕ) := {n | energy ε n ≤ μ}

/-- Number of electrons when every orbital up to the Fermi level `μ` is doubly occupied, provided
that there are finitely many such orbitals, as is the case for `ε > 0`. For an infinite set of
orbitals the value is 0 by the convention of `Set.ncard`. -/
def electronCount (d : ℕ) (ε μ : ℝ) : ℕ := 2 * (occupied d ε μ).ncard

/-- The orbitals that carry at most `N` quanta in total. -/
def quantaUpTo (d N : ℕ) : Set (Fin d → ℕ) := {n | ∑ i, n i ≤ N}

/-- Adds a new first mode, in its ground state, to an orbital. -/
def addMode {d : ℕ} (n : Fin d → ℕ) : Fin (d + 1) → ℕ :=
  Fin.cons (α := fun _ => ℕ) 0 n

/-- Raises the first mode of an orbital by one quantum. -/
def raise {d : ℕ} (n : Fin (d + 1) → ℕ) : Fin (d + 1) → ℕ :=
  Fin.cons (α := fun _ => ℕ) (n 0 + 1) (fun i => n i.succ)

/-- The orbital energy is `ε * (q + d / 2)`, where `ε` is the level spacing and `q` is the total
number of quanta. -/
theorem energy_eq {d : ℕ} (ε : ℝ) (n : Fin d → ℕ) :
    energy ε n = ε * (((∑ i, n i : ℕ) : ℝ) + d / 2) := by
  simp only [energy, Finset.sum_add_distrib, Finset.sum_const, Finset.card_univ,
    Fintype.card_fin, nsmul_eq_mul, Nat.cast_sum]
  ring

/-- For positive level spacing, a Fermi level in the gap above shell `N` selects exactly the
orbitals with at most `N` quanta. -/
theorem occupied_eq {d N : ℕ} {ε μ : ℝ} (hε : 0 < ε)
    (h1 : ε * (N + d / 2) ≤ μ) (h2 : μ < ε * (N + 1 + d / 2)) :
    occupied d ε μ = quantaUpTo d N := by
  ext n
  simp only [occupied, quantaUpTo, Set.mem_ofPred_eq, energy_eq]
  constructor
  · intro h
    have h3 := lt_of_mul_lt_mul_left (h.trans_lt h2) hε.le
    have h4 : ((∑ i, n i : ℕ) : ℝ) < ((N + 1 : ℕ) : ℝ) := by
      push_cast at h3 ⊢
      linarith
    have h5 := Nat.cast_lt.mp h4
    omega
  · intro h
    have h3 : ((∑ i, n i : ℕ) : ℝ) ≤ N := Nat.cast_le.mpr h
    exact le_trans (mul_le_mul_of_nonneg_left (by linarith) hε.le) h1

/-- Only finitely many orbitals carry at most `N` quanta. -/
theorem quantaUpTo_finite (d N : ℕ) : (quantaUpTo d N).Finite := by
  refine (Set.finite_Icc (0 : Fin d → ℕ) (fun _ => N)).subset fun n hn => ?_
  refine ⟨fun i => Nat.zero_le _, fun i => ?_⟩
  exact (Finset.single_le_sum (fun j _ => Nat.zero_le (n j)) (Finset.mem_univ i)).trans hn

/-- Orbitals with at most `N + 1` quanta in `d + 1` modes either have an unexcited first mode or
arise by raising that mode once, so their number obeys Pascal's recursion. -/
theorem ncard_quantaUpTo_succ (d N : ℕ) : (quantaUpTo (d + 1) (N + 1)).ncard =
    (quantaUpTo d (N + 1)).ncard + (quantaUpTo (d + 1) N).ncard := by
  have hf : Function.Injective (addMode (d := d)) := fun m n h => by
    funext i
    simpa [addMode] using congrFun h i.succ
  have hg : Function.Injective (raise (d := d)) := fun m n h => by
    funext i
    refine Fin.cases ?_ (fun j => ?_) i
    · simpa [raise] using congrFun h 0
    · simpa [raise] using congrFun h j.succ
  -- split according to whether the first mode is excited
  have hu : quantaUpTo (d + 1) (N + 1) =
      addMode '' quantaUpTo d (N + 1) ∪ raise '' quantaUpTo (d + 1) N := by
    ext n
    simp only [Set.mem_union, Set.mem_image, quantaUpTo, Set.mem_ofPred_eq]
    constructor
    · intro h
      rw [Fin.sum_univ_succ] at h
      rcases Nat.eq_zero_or_pos (n 0) with h0 | h0
      · left
        refine ⟨fun i => n i.succ, ?_, ?_⟩
        · show ∑ i : Fin d, n i.succ ≤ N + 1
          omega
        · funext i
          refine Fin.cases ?_ (fun j => ?_) i <;> simp [addMode, h0]
      · right
        refine ⟨Fin.cons (α := fun _ => ℕ) (n 0 - 1) (fun i => n i.succ), ?_, ?_⟩
        · rw [Fin.sum_univ_succ]
          simp only [Fin.cons_zero, Fin.cons_succ]
          omega
        · funext i
          refine Fin.cases ?_ (fun j => ?_) i
          · simp only [raise, Fin.cons_zero]
            omega
          · simp only [raise, Fin.cons_succ]
    · rintro (⟨m, hm, rfl⟩ | ⟨m, hm, rfl⟩)
      · rw [Fin.sum_univ_succ]
        simp only [addMode, Fin.cons_zero, Fin.cons_succ]
        omega
      · rw [Fin.sum_univ_succ] at hm ⊢
        simp only [raise, Fin.cons_zero, Fin.cons_succ]
        omega
  have hd : Disjoint (addMode '' quantaUpTo d (N + 1)) (raise '' quantaUpTo (d + 1) N) := by
    refine Set.disjoint_left.mpr ?_
    rintro _ ⟨m, _, rfl⟩ ⟨k, _, hk⟩
    have h0 := congrFun hk 0
    simp [addMode, raise] at h0
  rw [hu, Set.ncard_union_eq hd ((quantaUpTo_finite _ _).image _)
    ((quantaUpTo_finite _ _).image _), Set.ncard_image_of_injective _ hf,
    Set.ncard_image_of_injective _ hg]

/-- The number of orbitals with at most `N` quanta in `d` modes is `N + d` choose `d`. -/
theorem ncard_quantaUpTo (d : ℕ) : ∀ N, (quantaUpTo d N).ncard = (N + d).choose d := by
  induction d with
  | zero =>
    intro N
    have h : quantaUpTo 0 N = {0} := by
      ext n
      simp [quantaUpTo, Subsingleton.elim n 0]
    rw [h, Set.ncard_singleton, Nat.choose_zero_right]
  | succ d ih =>
    intro N
    induction N with
    | zero =>
      have h : quantaUpTo (d + 1) 0 = {0} := by
        ext n
        simp [quantaUpTo, funext_iff]
      rw [h, Set.ncard_singleton, Nat.zero_add, Nat.choose_self]
    | succ N ihN =>
      rw [ncard_quantaUpTo_succ, ih, ihN, show N + 1 + (d + 1) = (N + d + 1) + 1 by omega,
        Nat.choose_succ_succ', show N + 1 + d = N + d + 1 by omega,
        show N + (d + 1) = N + d + 1 by omega]

/-- For positive level spacing and a Fermi level in the gap above shell `N`, the `d`-dimensional
oscillator holds twice `N + d` choose `d` electrons. -/
theorem electronCount_eq {d N : ℕ} {ε μ : ℝ} (hε : 0 < ε)
    (h1 : ε * (N + d / 2) ≤ μ) (h2 : μ < ε * (N + 1 + d / 2)) :
    electronCount d ε μ = 2 * (N + d).choose d := by
  rw [electronCount, occupied_eq hε h1 h2, ncard_quantaUpTo]

/-- For positive level spacing and a Fermi level in the gap above shell `N`, three times the
electron count of the three-dimensional oscillator is `(N + 1)(N + 2)(N + 3)`. -/
theorem electronCount_three {N : ℕ} {ε μ : ℝ} (hε : 0 < ε)
    (h1 : ε * (N + 3 / 2) ≤ μ) (h2 : μ < ε * (N + 1 + 3 / 2)) :
    3 * electronCount 3 ε μ = (N + 1) * (N + 2) * (N + 3) := by
  rw [electronCount_eq (N := N) hε (by push_cast; exact h1) (by push_cast; exact h2)]
  have h := Nat.ascFactorial_eq_factorial_mul_choose N 3
  simp only [Nat.ascFactorial, Nat.factorial] at h
  linarith

/-- For positive level spacing `ε`, filling the three-dimensional oscillator up to the energies
`3ε/2`, `5ε/2`, `7ε/2` and `9ε/2` takes 2, 8, 20 and 40 electrons. -/
theorem magic_numbers {ε : ℝ} (hε : 0 < ε) :
    electronCount 3 ε (3 / 2 * ε) = 2 ∧ electronCount 3 ε (5 / 2 * ε) = 8 ∧
    electronCount 3 ε (7 / 2 * ε) = 20 ∧ electronCount 3 ε (9 / 2 * ε) = 40 := by
  have h0 := electronCount_three (N := 0) (μ := 3 / 2 * ε) hε
    (by push_cast; linarith) (by push_cast; linarith)
  have h1 := electronCount_three (N := 1) (μ := 5 / 2 * ε) hε
    (by push_cast; linarith) (by push_cast; linarith)
  have h2 := electronCount_three (N := 2) (μ := 7 / 2 * ε) hε
    (by push_cast; linarith) (by push_cast; linarith)
  have h3 := electronCount_three (N := 3) (μ := 9 / 2 * ε) hε
    (by push_cast; linarith) (by push_cast; linarith)
  refine ⟨?_, ?_, ?_, ?_⟩ <;> omega

/-- For positive level spacing, `m` is the electron count of the three-dimensional oscillator at
some Fermi level exactly when `m = 0` or `3m = (N + 1)(N + 2)(N + 3)` for some natural `N`. -/
theorem exists_fermi_level_iff {ε : ℝ} (hε : 0 < ε) (m : ℕ) :
    (∃ μ, electronCount 3 ε μ = m) ↔
      m = 0 ∨ ∃ N : ℕ, 3 * m = (N + 1) * (N + 2) * (N + 3) := by
  -- below the zero-point energy nothing is occupied
  have hempty : ∀ μ, μ < ε * (3 / 2) → electronCount 3 ε μ = 0 := by
    intro μ hμ
    have h : occupied 3 ε μ = ∅ := by
      refine Set.eq_empty_iff_forall_notMem.mpr fun n hn => ?_
      have h1 : energy ε n ≤ μ := hn
      rw [energy_eq] at h1
      have h2 : 0 ≤ ε * ((∑ i, n i : ℕ) : ℝ) := mul_nonneg hε.le (Nat.cast_nonneg _)
      rw [mul_add] at h1
      norm_num only [Nat.cast_ofNat] at h1
      linarith
    rw [electronCount, h, Set.ncard_empty]
  constructor
  · rintro ⟨μ, rfl⟩
    by_cases h : μ < ε * (3 / 2)
    · exact Or.inl (hempty μ h)
    · right
      obtain ⟨x, rfl⟩ : ∃ x, μ = ε * x := ⟨μ / ε, by field_simp⟩
      have hx : 3 / 2 ≤ x := le_of_mul_le_mul_left (not_lt.mp h) hε
      -- the highest filled shell is the integer part of `x - 3/2`
      have h1 := Nat.floor_le (sub_nonneg.mpr hx)
      have h2 := Nat.lt_floor_add_one (x - 3 / 2)
      exact ⟨⌊x - 3 / 2⌋₊, electronCount_three hε
        (mul_le_mul_of_nonneg_left (by linarith) hε.le)
        (mul_lt_mul_of_pos_left (by linarith) hε)⟩
  · rintro (rfl | ⟨N, hN⟩)
    · exact ⟨0, hempty 0 (by positivity)⟩
    · have h := electronCount_three (N := N) (μ := ε * (N + 3 / 2)) hε le_rfl (by linarith)
      exact ⟨_, Nat.eq_of_mul_eq_mul_left (by norm_num : 0 < 3) (h.trans hN.symm)⟩

end

end OscillatorClusterShells
```

```lean
#print axioms OscillatorClusterShells.electronCount_three
#print axioms OscillatorClusterShells.magic_numbers
#print axioms OscillatorClusterShells.exists_fermi_level_iff
```

```
'OscillatorClusterShells.electronCount_three' depends on axioms: [propext, Classical.choice, Quot.sound]
'OscillatorClusterShells.magic_numbers' depends on axioms: [propext, Classical.choice, Quot.sound]
'OscillatorClusterShells.exists_fermi_level_iff' depends on axioms: [propext, Classical.choice, Quot.sound]
```

## From Pascal's recursion to the Fermi level in Lean

`energy_eq` collects the zero-point terms, and `occupied_eq` turns the energy condition into a bound on the quanta. The step from $q<N+1$ to $q\le N$ is made by casting back to natural numbers.

In `ncard_quantaUpTo_succ`, the maps `addMode` and `raise` produce the two classes of orbitals. The proof shows that both maps are injective, that their images cover the set, and that the images are disjoint because the first quantum number is zero in one and positive in the other. With `quantaUpTo_finite`, the sizes add. `ncard_quantaUpTo` then runs an induction on dimension with an inner induction on `N`.

`electronCount_three` uses the rising product $(N+1)(N+2)(N+3)=3!\binom{N+3}{3}$. The last theorem treats the empty case first, then writes $\mu=\varepsilon x$ and takes the floor of $x-3/2$ as the shell index.
